# Common overlap s of n ≥ 2 real unit vectors: −1/(n−1) ≤ s ≤ 1, with linear independence exactly when both inequalities are strict

## Vectors, overlaps and the Gram matrix

Let E be a real inner-product space with inner product ⟨u, w⟩ and norm ‖u‖ = √⟨u, u⟩. The dimension of E is arbitrary and may be infinite. The vectors vᵢ are labelled by a finite set ι with n elements. In Lean the family is a function `v : ι → E`, the number n is `Fintype.card ι`, and the inner product is `inner ℝ`. Coefficients are real throughout.

```lean
import Mathlib

open Finset

namespace EqualOverlapVectors

variable {ι : Type*} [Fintype ι] {E : Type*} [NormedAddCommGroup E] [InnerProductSpace ℝ E]
```

The family has equal overlap s when

‖vᵢ‖ = 1 for every i,  ⟨vᵢ, vⱼ⟩ = s for every i ≠ j.

Its overlap (Gram) matrix therefore has entries Sᵢⱼ = (1−s)δᵢⱼ + s, where δᵢⱼ is 1 for i = j and 0 otherwise. Three p orbitals of the same radial form on one atom, pointing at 120° to each other in a plane, are an example with s = −1/2. The structure below records the two conditions as `unit` and `overlap`. It places no restriction on s; the bounds are to be derived.

```lean
/-- A labelled family of unit vectors in which every two members with different labels have overlap
`s`. -/
structure EqualOverlap {ι E : Type*} [NormedAddCommGroup E] [InnerProductSpace ℝ E]
    (v : ι → E) (s : ℝ) : Prop where
  unit : ∀ i, ‖v i‖ = 1
  overlap : ∀ i j, i ≠ j → inner ℝ (v i) (v j) = s
```

## The norm of a superposition

Take real coefficients cᵢ and expand the squared norm:

‖Σᵢ cᵢvᵢ‖² = Σᵢⱼ cᵢcⱼSᵢⱼ
 = (1−s) Σᵢⱼ cᵢcⱼδᵢⱼ + s Σᵢⱼ cᵢcⱼ
 = (1−s) Σᵢ cᵢ² + s (Σᵢ cᵢ)².

Only two numbers built from the coefficients survive: the sum of their squares and the square of their sum.

```lean
/-- For unit vectors with common overlap `s`, the squared norm of a superposition is `1 - s` times
the sum of the squared coefficients plus `s` times the square of their sum. -/
theorem norm_sq_superposition {v : ι → E} {s : ℝ} (h : EqualOverlap v s) (c : ι → ℝ) :
    ‖∑ i, c i • v i‖ ^ 2 = (1 - s) * ∑ i, c i ^ 2 + s * (∑ i, c i) ^ 2 := by
  classical
  -- each entry of the quadratic form is a diagonal part plus a uniform part
  have entry : ∀ i j, inner ℝ (c i • v i) (c j • v j)
      = (if i = j then (1 - s) * c i ^ 2 else 0) + s * c i * c j := by
    intro i j
    rw [real_inner_smul_left, real_inner_smul_right]
    by_cases hij : i = j
    · rw [if_pos hij, ← hij, real_inner_self_eq_norm_sq, h.unit]
      ring
    · rw [if_neg hij, h.overlap i j hij]
      ring
  have row : ∀ i, inner ℝ (c i • v i) (∑ j, c j • v j)
      = (1 - s) * c i ^ 2 + s * (c i * ∑ j, c j) := by
    intro i
    rw [inner_sum, Finset.sum_congr rfl fun j _ => entry i j]
    simp only [Finset.sum_add_distrib, Finset.sum_ite_eq, Finset.mem_univ, if_true,
      ← Finset.mul_sum]
    ring
  rw [← real_inner_self_eq_norm_sq, sum_inner, Finset.sum_congr rfl fun i _ => row i,
    Finset.sum_add_distrib, ← Finset.mul_sum, ← Finset.mul_sum, ← Finset.sum_mul]
  ring
```

In the proof, `entry` is the split of one term into its diagonal and uniform parts, `row` carries out the sum over j, and the closing rewrites carry out the sum over i. The identity needs no lower limit on n.

## Two superpositions that fix the bounds

For the in-phase sum set every cᵢ = 1. Then Σᵢ cᵢ² = n and (Σᵢ cᵢ)² = n², so

‖Σᵢ vᵢ‖² = (1−s)n + sn² = n(1 + (n−1)s).

With normalised coefficients 1/√n the squared norm is 1 + (n−1)s.

```lean
/-- The in-phase sum of `n` equal-overlap unit vectors has squared norm `n (1 + (n - 1) s)`. -/
theorem norm_sq_sum {v : ι → E} {s : ℝ} (h : EqualOverlap v s) :
    ‖∑ i, v i‖ ^ 2 = (Fintype.card ι : ℝ) * (1 + ((Fintype.card ι : ℝ) - 1) * s) := by
  have e := norm_sq_superposition h (fun _ => 1)
  simp only [one_smul, one_pow, Finset.sum_const, Finset.card_univ, nsmul_eq_mul,
    mul_one] at e
  rw [e]
  ring
```

For two members of the family with different labels i ≠ j,

‖vᵢ − vⱼ‖² = 1 + 1 − 2s = 2(1−s),

or 1−s with normalised coefficients ±1/√2. This involves only one pair, so the Lean statement does not ask for ι to be finite.

```lean
/-- In a family of unit vectors with common overlap `s`, the difference of two members with
different labels has squared norm `2 (1 - s)`. -/
theorem norm_sq_difference {ι : Type*} {v : ι → E} {s : ℝ} (h : EqualOverlap v s)
    {i j : ι} (hij : i ≠ j) : ‖v i - v j‖ ^ 2 = 2 * (1 - s) := by
  rw [norm_sub_sq_real, h.unit, h.unit, h.overlap i j hij]
  ring
```

## What happens at the endpoints

Let n ≥ 2. If all the vectors coincide, pick i ≠ j; then s = ⟨vᵢ, vⱼ⟩ = ⟨vᵢ, vᵢ⟩ = 1. Conversely, if s = 1, then ‖vᵢ − vⱼ‖² = 0 for every pair, and all the vectors coincide.

```lean
/-- For at least two equal-overlap unit vectors, the overlap is `1` exactly when all the
vectors coincide. -/
theorem all_equal_iff {v : ι → E} {s : ℝ} (hn : 2 ≤ Fintype.card ι)
    (h : EqualOverlap v s) : (∀ i j, v i = v j) ↔ s = 1 := by
  constructor
  · intro heq
    obtain ⟨i, j, hij⟩ := Fintype.one_lt_card_iff.1 hn
    rw [← h.overlap i j hij, ← heq i j, real_inner_self_eq_norm_sq, h.unit]
    norm_num
  · intro hs i j
    by_cases hij : i = j
    · rw [hij]
    · have e : ‖v i - v j‖ ^ 2 = 0 := by
        rw [norm_sq_difference h hij, hs]
        norm_num
      exact sub_eq_zero.1 (norm_eq_zero.1 ((pow_eq_zero_iff two_ne_zero).1 e))
```

The hypothesis `hn` supplies the pair i ≠ j through `Fintype.one_lt_card_iff`. The second half of the proof uses `norm_sq_difference` and the fact that only the zero vector has zero norm.

At the other end, Σᵢ vᵢ = 0 holds exactly when n(1 + (n−1)s) = 0. Since n > 0 and n−1 > 0, this is the same as

s = −1/(n−1).

For n = 2 the two vectors are opposite. For n = 3 they lie in a plane at 120° to each other.

```lean
/-- For `n ≥ 2` equal-overlap unit vectors, the vectors sum to zero exactly when the overlap
is `-1/(n-1)`. -/
theorem sum_eq_zero_iff {v : ι → E} {s : ℝ} (hn : 2 ≤ Fintype.card ι)
    (h : EqualOverlap v s) :
    ∑ i, v i = 0 ↔ s = -1 / ((Fintype.card ι : ℝ) - 1) := by
  have hN : (2 : ℝ) ≤ (Fintype.card ι : ℝ) := by exact_mod_cast hn
  have hne : (Fintype.card ι : ℝ) - 1 ≠ 0 := by linarith
  have e := norm_sq_sum h
  rw [eq_div_iff hne]
  constructor
  · intro h0
    rw [h0, norm_zero, zero_pow two_ne_zero] at e
    rcases mul_eq_zero.1 e.symm with h1 | h1
    · linarith
    · linarith
  · intro hs
    have e0 : ‖∑ i, v i‖ ^ 2 = 0 := by
      rw [e]
      linear_combination (Fintype.card ι : ℝ) * hs
    exact norm_eq_zero.1 ((pow_eq_zero_iff two_ne_zero).1 e0)
```

Here `eq_div_iff` first turns the condition on s into s(n−1) = −1. One direction then splits the vanishing product n(1 + (n−1)s) into its factors, and the other uses `linear_combination` to show that the product vanishes.

## The bounds and linear independence

Both squared norms above are non-negative. From n(1 + (n−1)s) ≥ 0 follows s ≥ −1/(n−1), and from 2(1−s) ≥ 0 follows s ≤ 1.

At either endpoint the family is linearly dependent: for s = −1/(n−1) the vectors sum to zero, and for s = 1 two differently labelled vectors are equal.

Now let −1/(n−1) < s < 1 and suppose Σᵢ cᵢvᵢ = 0. Write Q = Σᵢ cᵢ² and T = Σᵢ cᵢ. The norm formula gives

0 = (1−s)Q + sT².

If s ≥ 0, both terms are non-negative, so (1−s)Q = 0 and hence Q = 0. If s ≤ 0, rearrange the same expression as

0 = (1 + (n−1)s)Q + (−s)(nQ − T²).

The Cauchy–Schwarz inequality gives T² ≤ nQ, so both terms are again non-negative. As 1 + (n−1)s > 0, again Q = 0. A vanishing sum of squares means that every cᵢ is zero, which is linear independence.

```lean
/-- If `n ≥ 2` unit vectors all have the same pairwise overlap `s`, then `-1/(n-1) ≤ s ≤ 1`,
and they are linearly independent exactly when both inequalities are strict. -/
theorem overlap_bounds_and_independence {v : ι → E} {s : ℝ} (hn : 2 ≤ Fintype.card ι)
    (h : EqualOverlap v s) :
    (-1 / ((Fintype.card ι : ℝ) - 1) ≤ s ∧ s ≤ 1) ∧
      (LinearIndependent ℝ v ↔ -1 / ((Fintype.card ι : ℝ) - 1) < s ∧ s < 1) := by
  have hN : (2 : ℝ) ≤ (Fintype.card ι : ℝ) := by exact_mod_cast hn
  have hpos : 0 < (Fintype.card ι : ℝ) - 1 := by linarith
  obtain ⟨i, j, hij⟩ := Fintype.one_lt_card_iff.1 hn
  -- both bounds are positivity of a squared norm
  have lower : -1 / ((Fintype.card ι : ℝ) - 1) ≤ s := by
    have e := sq_nonneg ‖∑ i, v i‖
    rw [norm_sq_sum h] at e
    have e' := nonneg_of_mul_nonneg_right e (by linarith)
    rw [div_le_iff₀ hpos]
    linarith
  have upper : s ≤ 1 := by
    have e := sq_nonneg ‖v i - v j‖
    rw [norm_sq_difference h hij] at e
    linarith
  refine ⟨⟨lower, upper⟩, ?_, ?_⟩
  · -- at either endpoint there is an explicit linear dependence
    intro hli
    refine ⟨lt_of_le_of_ne lower fun hs => ?_, lt_of_le_of_ne upper fun hs => ?_⟩
    · have h0 := (sum_eq_zero_iff hn h).2 hs.symm
      have h1 := Fintype.linearIndependent_iff.1 hli (fun _ => 1)
        (by simpa only [one_smul] using h0) i
      exact one_ne_zero h1
    · exact hij (hli.injective ((all_equal_iff hn h).2 hs i j))
  · -- strictly inside, a vanishing superposition has vanishing coefficients
    rintro ⟨hl, hu⟩
    rw [div_lt_iff₀ hpos] at hl
    rw [Fintype.linearIndependent_iff]
    intro c hc k
    have e := norm_sq_superposition h c
    rw [hc, norm_zero, zero_pow two_ne_zero] at e
    have cs : (∑ i, c i) ^ 2 ≤ (Fintype.card ι : ℝ) * ∑ i, c i ^ 2 := by
      have := sq_sum_le_card_mul_sum_sq (s := (Finset.univ : Finset ι)) (f := c)
      rwa [Finset.card_univ] at this
    have hQ : ∑ i, c i ^ 2 = 0 := by
      refine le_antisymm (not_lt.1 fun hq => ?_) (Finset.sum_nonneg fun i _ => sq_nonneg (c i))
      rcases le_total 0 s with hs | hs
      · nlinarith [mul_pos (sub_pos.2 hu) hq, mul_nonneg hs (sq_nonneg (∑ i, c i))]
      · have h1 : 0 < 1 + ((Fintype.card ι : ℝ) - 1) * s := by linarith
        nlinarith [mul_pos h1 hq, mul_nonneg (neg_nonneg.2 hs) (sub_nonneg.2 cs)]
    exact (pow_eq_zero_iff two_ne_zero).1
      ((Finset.sum_eq_zero_iff_of_nonneg fun i _ => sq_nonneg (c i)).1 hQ k (Finset.mem_univ k))
```

Read in words, the theorem takes a family with at least two labels and equal overlap s. It concludes that s lies in the closed interval, and that `LinearIndependent ℝ v` holds if and only if s lies in the open one. Independence is a property of the labelled family, so a repeated vector counts as a dependence.

The steps `lower` and `upper` are the two positivity arguments. At the lower endpoint the proof applies the definition of independence to coefficients that are all 1; at the upper one it uses the injectivity of an independent family. In the interior, `cs` is the Cauchy–Schwarz inequality and `hQ` is the statement Q = 0. The two `nlinarith` calls assume Q > 0 and reach a contradiction from the two decompositions above.

The common value of the overlaps matters. It is not enough that every pairwise overlap lies strictly between −1/(n−1) and 1. Three unit vectors in a plane at 0°, 45° and 90° have overlaps 1/√2, 1/√2 and 0, all strictly between −1/2 and 1, yet they are linearly dependent. Nor can equal norms replace unit norms: two copies of a vector of norm √2 have inner product 2, above the upper bound.

## Vectors that attain every allowed overlap

To see that the interval cannot be narrowed, use n-dimensional Euclidean space with components labelled by ι. Let the vector pᵢ have a uniform background b and an additional amplitude a in component i:

(pᵢ)ₖ = aδᵢₖ + b.

In Lean, `WithLp.toLp 2` gives this list of components the Euclidean norm.

```lean
/-- The vector with uniform background `b` in every component and an extra amplitude `a` in
component `i`. -/
def peakedVector [DecidableEq ι] (a b : ℝ) (i : ι) : EuclideanSpace ℝ ι :=
  WithLp.toLp 2 fun k => (if k = i then a else 0) + b
```

Multiplying out the components gives

⟨pᵢ, pⱼ⟩ = Σₖ (aδᵢₖ + b)(aδⱼₖ + b)
 = a²δᵢⱼ + 2ab + nb².

```lean
/-- The overlap of two peaked vectors is `2ab + nb²`, with an additional `a²` when their peaks
are in the same component. -/
theorem inner_peakedVector [DecidableEq ι] (a b : ℝ) (i j : ι) :
    inner ℝ (peakedVector a b i) (peakedVector a b j)
      = (if i = j then a ^ 2 else 0) + (2 * a * b + (Fintype.card ι : ℝ) * b ^ 2) := by
  have key : ∀ k, inner ℝ ((peakedVector a b i).ofLp k) ((peakedVector a b j).ofLp k)
      = (if k = i then (if i = j then a ^ 2 else 0) + a * b else 0)
        + (if k = j then a * b else 0) + b ^ 2 := by
    intro k
    simp only [peakedVector, RCLike.inner_apply, conj_trivial]
    by_cases hi : k = i
    · by_cases hj : k = j
      · have hij : i = j := hi.symm.trans hj
        simp only [if_pos hi, if_pos hj, if_pos hij]
        ring
      · have hij : ¬ i = j := fun e => hj (hi.trans e)
        simp only [if_pos hi, if_neg hj, if_neg hij]
        ring
    · by_cases hj : k = j
      · simp only [if_neg hi, if_pos hj]
        ring
      · simp only [if_neg hi, if_neg hj]
        ring
  rw [PiLp.inner_apply, Finset.sum_congr rfl fun k _ => key k]
  simp only [Finset.sum_add_distrib, Finset.sum_ite_eq', Finset.mem_univ, if_true,
    Finset.sum_const, Finset.card_univ, nsmul_eq_mul]
  ring
```

The auxiliary statement `key` is the product for one component k, checked according to whether k equals i, j, both or neither. Summation over k then gives the result.

Equal overlap s with unit norm requires

2ab + nb² = s,  a² + s = 1.

The second equation is solved by a = √(1−s). For the first, set r = a + nb. Then

r² = a² + n(2ab + nb²) = 1 − s + ns = 1 + (n−1)s,

which suggests the choice

r = √(1 + (n−1)s),  b = (r−a)/n.

Both square roots are real exactly when s lies in the closed interval. With this choice nb = r − a, and therefore

n(2ab + nb²) = (a + nb)² − a² = r² − a² = ns.

Division by n gives the required overlap, and the squared norm is a² + s = 1.

```lean
/-- For `n ≥ 2`, every overlap `s` with `-1/(n-1) ≤ s ≤ 1` is attained by `n` explicit peaked
unit vectors in `n`-dimensional Euclidean space. -/
theorem equalOverlap_witness [DecidableEq ι] {s : ℝ} (hn : 2 ≤ Fintype.card ι)
    (hl : -1 / ((Fintype.card ι : ℝ) - 1) ≤ s) (hu : s ≤ 1) :
    EqualOverlap (peakedVector (ι := ι) (√(1 - s))
      ((√(1 + ((Fintype.card ι : ℝ) - 1) * s) - √(1 - s)) / (Fintype.card ι : ℝ))) s := by
  have hN : (2 : ℝ) ≤ (Fintype.card ι : ℝ) := by exact_mod_cast hn
  have hN0 : (Fintype.card ι : ℝ) ≠ 0 := by linarith
  rw [div_le_iff₀ (by linarith)] at hl
  have ha : √(1 - s) ^ 2 = 1 - s := Real.sq_sqrt (by linarith)
  have hr : √(1 + ((Fintype.card ι : ℝ) - 1) * s) ^ 2
      = 1 + ((Fintype.card ι : ℝ) - 1) * s := Real.sq_sqrt (by linarith)
  generalize √(1 - s) = a at ha ⊢
  generalize √(1 + ((Fintype.card ι : ℝ) - 1) * s) = r at hr ⊢
  have hb : (Fintype.card ι : ℝ) * ((r - a) / (Fintype.card ι : ℝ)) = r - a :=
    mul_div_cancel₀ _ hN0
  generalize (r - a) / (Fintype.card ι : ℝ) = b at hb ⊢
  -- the background supplies exactly the common overlap
  have hs : 2 * a * b + (Fintype.card ι : ℝ) * b ^ 2 = s := by
    apply mul_left_cancel₀ hN0
    linear_combination ((Fintype.card ι : ℝ) * b + r + a) * hb + hr - ha
  constructor
  · intro i
    have e := inner_peakedVector a b i i
    rw [if_pos rfl, hs, ha, real_inner_self_eq_norm_sq] at e
    have h0 := norm_nonneg (peakedVector a b i)
    nlinarith
  · intro i j hij
    rw [inner_peakedVector, if_neg hij, hs, zero_add]

end EqualOverlapVectors
```

The theorem gives the vectors explicitly, with both endpoints included. In its proof, `ha` and `hr` are the squares of the two roots, `hb` is nb = r − a, and `hs` is the overlap equation. The `generalize` steps replace the roots and the quotient by plain letters, so that only algebra remains.

```lean
#print axioms EqualOverlapVectors.overlap_bounds_and_independence
```

```
'EqualOverlapVectors.overlap_bounds_and_independence' depends on axioms: [propext, Classical.choice, Quot.sound]
```

## Near-dependence in an orthogonalisation routine

For this finite model with a single overlap parameter, the result tells when a basis in electronic structure theory can be orthogonalised without discarding functions. The link is the spectrum of S, which the Lean development never forms: the in-phase combination has eigenvalue 1 + (n−1)s, and the n−1 independent combinations whose coefficients sum to zero have eigenvalue 1−s. These are the normalised squared norms found above. For s strictly inside the interval both are positive and S^(−1/2) exists, as symmetric (Löwdin) orthogonalisation requires.

In NumPy the matrix is

`S = (1 - s) * np.eye(n) + s * np.ones((n, n))`

and `np.linalg.eigvalsh(S)` should return these eigenvalues up to rounding. Take n = 10 and s = −0.11. Each pair is close to orthogonal, but the lower bound is −1/9 ≈ −0.111, and the in-phase eigenvalue is 1 − 0.99 = 0.01. The matrix S^(−1/2) multiplies that combination by 10. The largest pairwise overlap in magnitude is therefore a poor measure of near-dependence, and the smallest eigenvalue of S is the quantity to inspect.
